# A real orthonormal filter on 0..N, with N odd and mirror symmetry about N/2, has exactly two nonzero entries

## Why are the longer orthonormal wavelet filters lopsided?

Before I expand orbitals in wavelets on a grid, I have to choose the filter $h_0,\dots,h_N$ that carries coefficients from one resolution level to the next. I want it orthonormal, as an identity overlap matrix requires, and mirror symmetric, so that left and right are treated alike. The Haar filter $(1/\sqrt2,1/\sqrt2)$ is both, but its basis functions jump. For odd $N$, symmetry leaves $(N+1)/2$ free numbers, and orthonormality to even shifts imposes $(N+1)/2$ equations. That count seems to leave room for solutions. Is there a longer symmetric filter that I have missed?

## The only real solutions are single mirror pairs

There are solutions for every positive odd $N$, but each has just two nonzero entries, equal and of modulus $1/\sqrt2$. Allowing more positions only lets the pair move apart.

Set $h_n=0$ outside $0..N$. The conditions are

$$\sum_n h_n h_{n+2k}=\delta_{k,0},\qquad h_{N-n}=\varepsilon h_n,\qquad \varepsilon^2=1,$$

where $k$ runs over the integers and $\varepsilon=1$ is mirror symmetry. The sign $\varepsilon=-1$, antisymmetry, costs no extra work.

Since $N$ is odd, $n\mapsto N-n$ exchanges even and odd positions. Some even entry is nonzero, otherwise all entries would vanish and the norm could not be 1. Let $a\le b$ be the smallest and largest even positions with nonzero entries. By reflection, the nonzero odd entries lie between $N-b$ and $N-a$.

Now shift by the even number $b-a$ and look at the products $h_n h_{n+b-a}$:

- For even $n$, a nonzero product needs $n\ge a$ and $n+b-a\le b$, so $n=a$.
- For odd $n$, it needs $n\ge N-b$ and $n+b-a\le N-a$, so $n=N-b$.

Two terms survive, and reflection makes them equal:

$$\sum_n h_n h_{n+b-a}=h_ah_b+h_{N-b}h_{N-a}=(1+\varepsilon^2)h_ah_b=2h_ah_b\neq0.$$

Orthogonality to nonzero even shifts therefore forces $b=a$. The norm condition becomes $2h_a^2=1$, so $|h_a|=1/\sqrt2$. The only nonzero entry at an odd position is $h_{N-a}=\varepsilon h_a$.

Conversely, put $c$ with $c^2=1/2$ at positions $p$ and $N-p$. Their separation is odd, so no even shift carries one onto the other, and the squared norm is $2c^2=1$.

Even $N$ offers no way out. The two outermost nonzero entries of a real mirror-symmetric filter would then be an even shift apart, and their product alone would be the overlap at that shift. They must therefore coincide, which leaves the single entry $h_{N/2}=\pm1$.

### What a vanishing moment does to the symmetry

Smoother wavelets need vanishing moments. For a mirror pair with value $c=h_p$,

$$\sum_n(-1)^n n\,h_n=(-1)^p c\,\bigl(p-(N-p)\bigr)=(-1)^p c\,(2p-N).$$

This is nonzero because $N$ is odd. A real orthonormal filter on $0..N$ for which this sum vanishes therefore cannot be mirror symmetric about $N/2$. Together with $\sum_n(-1)^n h_n=0$, the vanishing of this sum says that the wavelet filter $(-1)^n h_{N-n}$ annihilates constant and linear sequences.

### Complex entries give more freedom

With complex entries, the overlap contains a conjugate and the two edge terms add to $2\,\mathrm{Re}(h_a h_b^*)$ in the symmetric case, which can vanish. The filter $(1/2,i/2,i/2,1/2)$ is symmetric and orthonormal with four nonzero entries. Its overlap at shift 2 is $-i/4+i/4=0$.

### The conditions as Lean states them

A filter is a function `h : ℤ → ℝ`, and `IsOrthonormalFilter N h` says that it vanishes outside `Icc 0 N` and satisfies the overlap conditions for every integer `k`. The `star` is complex conjugation and does nothing to real numbers, so one definition serves both cases. Here `N` is the last allowed position, not the filter length or the number of vanishing moments, and the end entries may be zero. No condition on $\sum_n h_n$ is imposed, so both overall signs are allowed.

The main theorem, `symmetric_filter_two_taps`, gives a position `p` with `p ≠ N - p`, says that `Function.support h`, the set of positions with nonzero entries, is `{p, N - p}`, and fixes the values up to a common sign. A "tap" is a nonzero entry.

These are statements about coefficients. The step to basis functions belongs to wavelet theory: a real, compactly supported, mirror-symmetric scaling function with orthonormal integer translates supplies such a filter after a shift of origin, and a continuously differentiable wavelet supplies the vanishing moment. The reverse passage needs more than the filter conditions, since the pair at positions 0 and 3 generates a box of width 3, which overlaps its own integer translates.

For electronic-structure codes with one-dimensional real filters of this kind, the result means that an orthonormal basis smoother than Haar's comes with lopsided functions.

```lean
import Mathlib

open Finset

namespace SymmetricOrthonormalFilters

/-- A filter `h` supported on `0..N` that has unit norm and is orthogonal to all its
translates by nonzero even integers. -/
structure IsOrthonormalFilter {R : Type*} [CommRing R] [StarRing R]
    (N : ℤ) (h : ℤ → R) : Prop where
  support : ∀ n, n ∉ Icc 0 N → h n = 0
  orthonormal : ∀ k : ℤ,
    ∑ n ∈ Icc 0 N, h n * star (h (n + 2 * k)) = if k = 0 then 1 else 0

/-- Let `N` be odd and let `h` have reflection parity `ε = ±1` about `N/2`. If all nonzero
entries at even positions lie between the even positions `a` and `b` of `0..N`, then the overlap
of `h` with its translate by `b - a` is `2 h_a h_b`. -/
theorem edge_overlap {N a b : ℤ} {h : ℤ → ℝ} {ε : ℝ} (hN : Odd N) (hε : ε ^ 2 = 1)
    (hsym : ∀ n, h (N - n) = ε * h n) (ha : Even a) (hb : Even b)
    (ha' : a ∈ Icc 0 N) (hb' : b ∈ Icc 0 N)
    (hedge : ∀ n, Even n → h n ≠ 0 → a ≤ n ∧ n ≤ b) :
    ∑ n ∈ Icc 0 N, h n * h (n + (b - a)) = 2 * h a * h b := by
  have hε0 : ε ≠ 0 := by
    rintro rfl
    norm_num at hε
  have hmem : N - b ∈ Icc 0 N := by
    rw [mem_Icc] at hb' ⊢
    omega
  have hne : a ≠ N - b := by
    obtain ⟨m, hm⟩ := hN
    obtain ⟨p, hp⟩ := ha
    obtain ⟨q, hq⟩ := hb
    omega
  -- every other term has a factor outside the range of nonzero entries
  have hz : ∀ n ∈ Icc 0 N, n ≠ a ∧ n ≠ N - b → h n * h (n + (b - a)) = 0 := by
    intro n _ hn
    by_contra hprod
    have h1 := left_ne_zero_of_mul hprod
    have h2 := right_ne_zero_of_mul hprod
    rcases Int.even_or_odd n with hn2 | hn2
    · have e1 := hedge n hn2 h1
      have e2 := hedge _ (hn2.add (hb.sub ha)) h2
      omega
    · have e1 := hedge (N - n) (hN.sub_odd hn2)
        (by rw [hsym]; exact mul_ne_zero hε0 h1)
      have e2 := hedge (N - (n + (b - a))) (hN.sub_odd (hn2.add_even (hb.sub ha)))
        (by rw [hsym]; exact mul_ne_zero hε0 h2)
      omega
  rw [Finset.sum_eq_add_of_mem a (N - b) ha' hmem hne hz,
    show a + (b - a) = b by ring, show N - b + (b - a) = N - a by ring, hsym b, hsym a]
  linear_combination (h a * h b) * hε

/-- For odd `N`, a real orthonormal filter on `0..N` with reflection parity `ε = ±1` about `N/2` has
exactly two nonzero entries, at mirror positions, related by the factor `ε` and of modulus `1/√2`.
-/
theorem two_taps_of_parity {N : ℤ} {h : ℤ → ℝ} {ε : ℝ} (hN : Odd N) (hε : ε ^ 2 = 1)
    (hf : IsOrthonormalFilter N h) (hsym : ∀ n, h (N - n) = ε * h n) :
    ∃ p ∈ Icc 0 N, p ≠ N - p ∧ Function.support h = {p, N - p} ∧
      h (N - p) = ε * h p ∧ |h p| = 1 / √2 := by
  classical
  have hε0 : ε ≠ 0 := by
    rintro rfl
    norm_num at hε
  have hflip : ∀ n, h n ≠ 0 → h (N - n) ≠ 0 := fun n hn => by
    rw [hsym]
    exact mul_ne_zero hε0 hn
  let S := (Icc 0 N).filter (fun n => Even n ∧ h n ≠ 0)
  have hS : ∀ n, Even n → h n ≠ 0 → n ∈ S := fun n h1 h2 =>
    mem_filter.mpr ⟨by_contra fun h3 => h2 (hf.support n h3), h1, h2⟩
  -- some even entry is nonzero, since otherwise the whole filter vanishes
  have hSne : S.Nonempty := by
    by_contra hemp
    have hzero : ∀ n, h n = 0 := by
      intro n
      by_contra hn
      rcases Int.even_or_odd n with h2 | h2
      · exact hemp ⟨n, hS n h2 hn⟩
      · exact hemp ⟨N - n, hS _ (hN.sub_odd h2) (hflip n hn)⟩
    have h0 := hf.orthonormal 0
    simp [hzero] at h0
  obtain ⟨a, haS, hmin⟩ := S.exists_min_image id hSne
  obtain ⟨b, hbS, hmax⟩ := S.exists_max_image id hSne
  obtain ⟨haI, ha, ha0⟩ := mem_filter.mp haS
  obtain ⟨hbI, hb, hb0⟩ := mem_filter.mp hbS
  have hedge : ∀ n, Even n → h n ≠ 0 → a ≤ n ∧ n ≤ b := fun n h1 h2 =>
    ⟨hmin n (hS n h1 h2), hmax n (hS n h1 h2)⟩
  have key := edge_overlap hN hε hsym ha hb haI hbI hedge
  obtain ⟨k, hk⟩ := (hb.sub ha).two_dvd
  have ho := hf.orthonormal k
  simp only [star_trivial] at ho
  rw [← hk, key] at ho
  -- orthogonality makes the two outermost even positions coincide
  have hk0 : k = 0 := by
    by_contra hk0
    rw [if_neg hk0] at ho
    exact mul_ne_zero (mul_ne_zero two_ne_zero ha0) hb0 ho
  have hba : b = a := by omega
  rw [if_pos hk0, hba] at ho
  have hsq : h a ^ 2 = 1 / 2 := by linear_combination ho / 2
  refine ⟨a, haI, ?_, ?_, hsym a, ?_⟩
  · obtain ⟨m, hm⟩ := hN
    omega
  · ext n
    simp only [Function.mem_support, Set.mem_insert_iff, Set.mem_singleton_iff]
    constructor
    · intro hn
      rcases Int.even_or_odd n with h2 | h2
      · have := hedge n h2 hn
        omega
      · have := hedge _ (hN.sub_odd h2) (hflip n hn)
        omega
    · rintro (h1 | h1)
      · rw [h1]
        exact ha0
      · rw [h1]
        exact hflip a ha0
  · rw [← Real.sqrt_sq_eq_abs, hsq, Real.sqrt_div zero_le_one, Real.sqrt_one]

/-- For odd `N`, a real orthonormal filter on `0..N` that is mirror symmetric about `N/2` has
exactly two nonzero entries; they are equal and of modulus `1/√2`. -/
theorem symmetric_filter_two_taps {N : ℤ} {h : ℤ → ℝ} (hN : Odd N)
    (hf : IsOrthonormalFilter N h) (hsym : ∀ n, h (N - n) = h n) :
    ∃ p ∈ Icc 0 N, p ≠ N - p ∧ Function.support h = {p, N - p} ∧
      h (N - p) = h p ∧ |h p| = 1 / √2 := by
  simpa using two_taps_of_parity (ε := 1) hN (by norm_num) hf (by simpa using hsym)

/-- The filter with the value `c` at the mirror positions `p` and `N - p`, and zero elsewhere. -/
def mirrorPair (N p : ℤ) (c : ℝ) : ℤ → ℝ := fun n => if n = p ∨ n = N - p then c else 0

/-- Conversely, for odd `N` and `p` in `0..N`, a mirror pair with `c² = 1/2` is an orthonormal
and mirror-symmetric filter. -/
theorem mirrorPair_orthonormal {N p : ℤ} {c : ℝ} (hN : Odd N) (hp : p ∈ Icc 0 N)
    (hc : c ^ 2 = 1 / 2) :
    IsOrthonormalFilter N (mirrorPair N p c) ∧
      ∀ n, mirrorPair N p c (N - n) = mirrorPair N p c n := by
  obtain ⟨m, hm⟩ := hN
  have hp' : N - p ∈ Icc 0 N := by
    rw [mem_Icc] at hp ⊢
    omega
  have e1 : mirrorPair N p c p = c := if_pos (Or.inl rfl)
  have e2 : mirrorPair N p c (N - p) = c := if_pos (Or.inr rfl)
  have e0 : ∀ n, n ≠ p ∧ n ≠ N - p → mirrorPair N p c n = 0 := fun n hn =>
    if_neg (by omega)
  refine ⟨⟨fun n hn => e0 n ⟨?_, ?_⟩, fun k => ?_⟩, fun n => ?_⟩
  · rintro rfl
    exact hn hp
  · rintro rfl
    exact hn hp'
  · rw [Finset.sum_eq_add_of_mem p (N - p) hp hp' (by omega)
      (fun n _ hn => by rw [e0 n hn, zero_mul])]
    rcases eq_or_ne k 0 with rfl | hk
    · simp only [mul_zero, add_zero, e1, e2, star_trivial, ↓reduceIte]
      linear_combination 2 * hc
    · -- an even shift cannot carry one entry onto the other
      rw [e0 (p + 2 * k) (by omega), e0 (N - p + 2 * k) (by omega), if_neg hk]
      simp
  · unfold mirrorPair
    congr 1
    apply propext
    omega

/-- For odd `N`, a real orthonormal filter on `0..N` whose alternating first moment `∑ (-1)^n n h_n`
vanishes is not mirror symmetric about `N/2`. -/
theorem vanishing_moment_breaks_symmetry {N : ℤ} {h : ℤ → ℝ} (hN : Odd N)
    (hf : IsOrthonormalFilter N h)
    (hmom : ∑ n ∈ Icc 0 N, (-1 : ℝ) ^ n * (n : ℝ) * h n = 0) :
    ∃ n, h (N - n) ≠ h n := by
  by_contra hcon
  have hsym : ∀ n, h (N - n) = h n := fun n => by_contra fun h' => hcon ⟨n, h'⟩
  obtain ⟨p, hp, hne, hsupp, heq, -⟩ := symmetric_filter_two_taps hN hf hsym
  have hp0 : h p ≠ 0 := by
    have : p ∈ Function.support h := by
      rw [hsupp]
      simp
    exact this
  have hp' : N - p ∈ Icc 0 N := by
    rw [mem_Icc] at hp ⊢
    omega
  have hz : ∀ n ∈ Icc 0 N, n ≠ p ∧ n ≠ N - p → (-1 : ℝ) ^ n * (n : ℝ) * h n = 0 := by
    intro n _ hn
    have h0 : h n = 0 := by
      by_contra h1
      have h2 : n ∈ Function.support h := h1
      rw [hsupp] at h2
      rcases h2 with h2 | h2
      · exact hn.1 h2
      · exact hn.2 h2
    rw [h0, mul_zero]
  -- the factors `(-1)^n` at the two positions have opposite signs, because `N` is odd
  have hs : (-1 : ℝ) ^ (N - p) = -(-1 : ℝ) ^ p := by
    rcases Int.even_or_odd p with h2 | h2
    · rw [(hN.sub_even h2).neg_one_zpow, h2.neg_one_zpow]
    · rw [(hN.sub_odd h2).neg_one_zpow, h2.neg_one_zpow, neg_neg]
  rw [Finset.sum_eq_add_of_mem p (N - p) hp hp' hne hz, hs, heq, Int.cast_sub] at hmom
  have hd : ((2 * p - N : ℤ) : ℝ) ≠ 0 := Int.cast_ne_zero.mpr (by omega)
  have hpow : (-1 : ℝ) ^ p ≠ 0 := zpow_ne_zero _ (by norm_num)
  apply mul_ne_zero (mul_ne_zero hpow hd) hp0
  push_cast
  linear_combination hmom

/-- The complex filter `(1/2, i/2, i/2, 1/2)` on the positions `0..3`. -/
noncomputable def complexFilter : ℤ → ℂ := fun n =>
  if n = 0 ∨ n = 3 then 1 / 2 else if n = 1 ∨ n = 2 then Complex.I / 2 else 0

/-- The complex filter `(1/2, i/2, i/2, 1/2)` is orthonormal and mirror symmetric, and its four
entries are all nonzero. -/
theorem complexFilter_symmetric_orthonormal :
    IsOrthonormalFilter 3 complexFilter ∧
      (∀ n, complexFilter (3 - n) = complexFilter n) ∧
      ∀ n ∈ Icc (0 : ℤ) 3, complexFilter n ≠ 0 := by
  have q0 : complexFilter 0 = 1 / 2 := by simp [complexFilter]
  have q1 : complexFilter 1 = Complex.I / 2 := by simp [complexFilter]
  have q2 : complexFilter 2 = Complex.I / 2 := by simp [complexFilter]
  have q3 : complexFilter 3 = 1 / 2 := by simp [complexFilter]
  have qz : ∀ n, n < 0 ∨ 3 < n → complexFilter n = 0 := fun n hn => by
    unfold complexFilter
    rw [if_neg (by omega), if_neg (by omega)]
  have s1 : star (1 / 2 : ℂ) = 1 / 2 := by simp
  have sI : star (Complex.I / 2) = -Complex.I / 2 := by simp
  have hsum : ∀ f : ℤ → ℂ, ∑ n ∈ Icc (0 : ℤ) 3, f n = f 0 + f 1 + f 2 + f 3 := by
    intro f
    rw [show Icc (0 : ℤ) 3 = {0, 1, 2, 3} by decide]
    simp [add_assoc]
  refine ⟨⟨fun n hn => qz n ?_, fun k => ?_⟩, fun n => ?_, fun n hn => ?_⟩
  · rw [mem_Icc] at hn
    omega
  · rw [hsum]
    have hk : k = 0 ∨ k = 1 ∨ k = -1 ∨ (2 ≤ k ∨ k ≤ -2) := by omega
    rcases hk with rfl | rfl | rfl | hk
    · norm_num only [q0, q1, q2, q3, s1, sI]
      rw [if_pos trivial]
      linear_combination (-1 / 2 : ℂ) * Complex.I_sq
    · rw [show (0 : ℤ) + 2 * 1 = 2 by norm_num, show (1 : ℤ) + 2 * 1 = 3 by norm_num,
        qz (2 + 2 * 1) (by norm_num), qz (3 + 2 * 1) (by norm_num),
        q0, q1, q2, q3, s1, sI, star_zero, if_neg (by norm_num)]
      ring
    · rw [show (2 : ℤ) + 2 * -1 = 0 by norm_num, show (3 : ℤ) + 2 * -1 = 1 by norm_num,
        qz (0 + 2 * -1) (by norm_num), qz (1 + 2 * -1) (by norm_num),
        q0, q1, q2, q3, s1, sI, star_zero, if_neg (by norm_num)]
      ring
    · rw [qz (0 + 2 * k) (by omega), qz (1 + 2 * k) (by omega), qz (2 + 2 * k) (by omega),
        qz (3 + 2 * k) (by omega), if_neg (by omega)]
      simp
  · have c1 : (3 - n = 0 ∨ 3 - n = 3) ↔ (n = 0 ∨ n = 3) := by omega
    have c2 : (3 - n = 1 ∨ 3 - n = 2) ↔ (n = 1 ∨ n = 2) := by omega
    simp only [complexFilter, c1, c2]
  · rw [mem_Icc] at hn
    have hn' : n = 0 ∨ n = 1 ∨ n = 2 ∨ n = 3 := by omega
    rcases hn' with rfl | rfl | rfl | rfl
    · simp [q0]
    · simp [q1]
    · simp [q2]
    · simp [q3]

end SymmetricOrthonormalFilters
```

```lean
#print axioms SymmetricOrthonormalFilters.symmetric_filter_two_taps
-- 'SymmetricOrthonormalFilters.symmetric_filter_two_taps' depends on axioms: [propext, Classical.choice, Quot.sound]
#print axioms SymmetricOrthonormalFilters.mirrorPair_orthonormal
-- 'SymmetricOrthonormalFilters.mirrorPair_orthonormal' depends on axioms: [propext, Classical.choice, Quot.sound]
#print axioms SymmetricOrthonormalFilters.vanishing_moment_breaks_symmetry
-- 'SymmetricOrthonormalFilters.vanishing_moment_breaks_symmetry' depends on axioms: [propext, Classical.choice, Quot.sound]
#print axioms SymmetricOrthonormalFilters.complexFilter_symmetric_orthonormal
-- 'SymmetricOrthonormalFilters.complexFilter_symmetric_orthonormal' depends on axioms: [propext, Classical.choice, Quot.sound]
```

### From the edge overlap to the two entries

`edge_overlap` is the two-term calculation. Its step `hz` shows that all other products vanish: it splits on the parity of `n`, reflects odd positions to even ones, and lets `omega` find the contradiction between the integer bounds. `Finset.sum_eq_add_of_mem` then reduces the sum to the terms at `a` and `N - b`, and `linear_combination` uses $\varepsilon^2=1$.

`two_taps_of_parity` collects the even positions with nonzero entries in a finite set `S`, shows that it is nonempty, and takes its minimum `a` and maximum `b`. Comparing the edge overlap with orthonormality gives `hk0`, hence $b=a$, and then `hsq`, which is $h_a^2=1/2$. The main theorem is the case `ε := 1`.

`mirrorPair_orthonormal` checks the converse, separating zero from nonzero shifts. `vanishing_moment_breaks_symmetry` assumes symmetry, reduces the moment to the pair, and contradicts $2p-N\ne0$. `complexFilter_symmetric_orthonormal` checks the shifts $k=0,1,-1$ explicitly; for all others the filter and its translate do not overlap.
